# Infinite core shift of a positive definite matrix: the inverse tends to the core-projected inverse

Q: To get a valence response with the core orbitals held out, I solve $(A+\mu CC^H)x=b$ with a large shift $\mu$ and take $x$ as the core-free answer. Here $A=H-E$ in an orthonormal basis, $H$ is the Hamiltonian matrix, $E$ is a fixed energy, $b$ is the source, and the columns of $C$ are the core orbitals. What does that $x$ approach?

A: If $A$ is positive definite and $C^HC=1$, it approaches $Gb$, where
$$G=A^{-1}-A^{-1}CS^{-1}C^HA^{-1},\qquad S=C^HA^{-1}C .$$
Two letters need care: $S$ is the core block of the inverse, not the overlap matrix, and $G$ has the opposite sign to a Green's function built from $E-H$.

In a calculation you can also apply $G$ without any $\mu$. Solve $AY=C$, one linear system per core orbital, and form $S=C^HY$. Then solve $Ax_0=b$ and set $x=x_0-YS^{-1}C^Hx_0$.

Q: Derive the limit for me before you show any code.

A: First, $S$ is positive definite. If $v\neq0$, then $Cv\neq0$, because $C^HCv=v$; hence $v^HSv=(Cv)^HA^{-1}(Cv)>0$.

For $\mu>0$ put $T=(S+\mu^{-1})^{-1}$, so that $ST=1-\mu^{-1}T$. The candidate for the shifted inverse is $R=A^{-1}-A^{-1}CTC^HA^{-1}$. Multiply out:
$$(A+\mu CC^H)R=1-CTC^HA^{-1}+\mu CC^HA^{-1}-\mu C(ST)C^HA^{-1}.$$
Inserting $ST$ turns the last term into $-\mu CC^HA^{-1}+CTC^HA^{-1}$. Everything cancels except $1$, so $R$ is the inverse. As $\mu\to\infty$, $T\to S^{-1}$ and therefore $R\to G$.

Q: And why does $G$ deserve to be called core-free?

A: On the right, $GC=A^{-1}C-A^{-1}CS^{-1}S=0$: a source in the core produces no response. On the left, $C^HG=C^HA^{-1}-SS^{-1}C^HA^{-1}=0$: the response has no core component. Finally $AG=1-CS^{-1}C^HA^{-1}$, and $(1-CC^H)C=0$, so
$$(1-CC^H)AG=1-CC^H .$$
Call everything orthogonal to the core orbitals the valence space; it includes the virtual orbitals. On that space $G$ is the inverse of the valence block of $A$.

Q: Now the Lean version. What are my orbitals there?

A: The finite index type `n` labels the basis functions and `m` labels the core orbitals.

```lean
import Mathlib

open Matrix Filter Topology
open scoped ComplexOrder

namespace InfiniteCoreShift

noncomputable section

variable {n m : Type*} [Fintype n] [DecidableEq n] [Fintype m] [DecidableEq m]
```

The operator is a complex matrix `A`, and the core orbitals are the columns of a rectangular `C`. The shift `μ` is real and carries the units of `A`.

```lean
/-- The core-shifted operator `A + μ C Cᴴ`. When the columns of `C`, the core orbitals, are
orthonormal, the added term is `μ` times the projector onto the core. -/
def coreShifted (A : Matrix n n ℂ) (C : Matrix n m ℂ) (μ : ℝ) : Matrix n n ℂ :=
  A + (μ : ℂ) • (C * Cᴴ)
```

The matrix I called $S$ is `coreBlock A C`.

```lean
/-- The core block `Cᴴ A⁻¹ C` of the inverse operator, for invertible `A`. -/
def coreBlock (A : Matrix n n ℂ) (C : Matrix n m ℂ) : Matrix m m ℂ :=
  Cᴴ * A⁻¹ * C
```

The matrix $G$ is `projectedInverse A C`.

```lean
/-- The core-projected inverse `G = A⁻¹ - A⁻¹ C (Cᴴ A⁻¹ C)⁻¹ Cᴴ A⁻¹`, for invertible `A`
and invertible core block. -/
def projectedInverse (A : Matrix n n ℂ) (C : Matrix n m ℂ) : Matrix n n ℂ :=
  A⁻¹ - A⁻¹ * C * (coreBlock A C)⁻¹ * Cᴴ * A⁻¹
```

Q: Lean lets me write `⁻¹` after any square matrix, even a singular one. Could $G$ be built from a meaningless inverse?

A: Not under the hypotheses. `A.PosDef` says that `A` is Hermitian with a positive quadratic form, so it is invertible. The next lemma does the same for the core block: it obtains injectivity of `C` by applying `Cᴴ` to $Cx=Cy$, then uses positivity of $A^{-1}$.

```lean
/-- For positive definite `A` and orthonormal core orbitals, the core block of the inverse
is positive definite. -/
theorem coreBlock_posDef {A : Matrix n n ℂ} {C : Matrix n m ℂ}
    (hA : A.PosDef) (hC : Cᴴ * C = 1) : (coreBlock A C).PosDef := by
  have hinj : Function.Injective C.mulVec := by
    intro x y h
    have h' := congrArg (fun v => Cᴴ *ᵥ v) h
    simpa only [Matrix.mulVec_mulVec, hC, Matrix.one_mulVec] using h'
  exact hA.inv.conjTranspose_mul_mul_same hinj
```

Q: Where is the relation $ST=1-\mu^{-1}T$?

A: Here, with a positive constant `e` in place of $\mu^{-1}$. The sum of $S$ and a positive multiple of the identity is positive definite, hence invertible. Expanding $(S+e)T=1$ and moving one term across gives the claim.

```lean
/-- A positive definite matrix `S` plus a positive constant `e` has an inverse `T` that obeys
`S T = 1 - e T`. -/
theorem mul_regularized_inv {S : Matrix m m ℂ} (hS : S.PosDef) {e : ℂ} (he : 0 < e) :
    S * (S + e • (1 : Matrix m m ℂ))⁻¹ = 1 - e • (S + e • (1 : Matrix m m ℂ))⁻¹ := by
  have hp : (S + e • (1 : Matrix m m ℂ)).PosDef := hS.add (Matrix.PosDef.one.smul he)
  have hT := Matrix.mul_nonsing_inv _ ((Matrix.isUnit_iff_isUnit_det _).mp hp.isUnit)
  generalize (S + e • (1 : Matrix m m ℂ))⁻¹ = T at hT ⊢
  rw [Matrix.add_mul, Matrix.smul_mul, Matrix.one_mul] at hT
  exact eq_sub_of_add_eq hT
```

The multiplication of $(A+\mu CC^H)R$ comes next. This is the Woodbury formula for the single update $\mu CC^H$ with $\mu>0$. The step `Matrix.inv_eq_right_inv` reduces the claim to showing that the product is $1$. In it, `h1` simplifies the term with $A$, `h2` inserts $ST$ into the term with $CC^H$, and `abel` performs the cancellation.

```lean
/-- Woodbury identity for the core shift: for positive definite `A`, orthonormal core orbitals
and `μ > 0`, the shift enters the inverse only through the core block plus `1/μ`. -/
theorem coreShifted_inv {A : Matrix n n ℂ} {C : Matrix n m ℂ}
    (hA : A.PosDef) (hC : Cᴴ * C = 1) {μ : ℝ} (hμ : 0 < μ) :
    (coreShifted A C μ)⁻¹ =
      A⁻¹ - A⁻¹ * C * (coreBlock A C + (μ : ℂ)⁻¹ • (1 : Matrix m m ℂ))⁻¹ * Cᴴ * A⁻¹ := by
  have he : (0 : ℂ) < (μ : ℂ)⁻¹ := by exact_mod_cast inv_pos.2 hμ
  have hμe : (μ : ℂ) * (μ : ℂ)⁻¹ = 1 := mul_inv_cancel₀ (by exact_mod_cast hμ.ne')
  have hAA := Matrix.mul_nonsing_inv A ((Matrix.isUnit_iff_isUnit_det _).mp hA.isUnit)
  have hST := mul_regularized_inv (coreBlock_posDef hA hC) he
  apply Matrix.inv_eq_right_inv
  generalize (coreBlock A C + (μ : ℂ)⁻¹ • (1 : Matrix m m ℂ))⁻¹ = T at hST ⊢
  have h1 : A * (A⁻¹ * C * T * Cᴴ * A⁻¹) = C * T * Cᴴ * A⁻¹ := by
    simp only [← Matrix.mul_assoc, hAA, Matrix.one_mul]
  -- the core projector sees the core block, where `S T = 1 - T/μ`
  have h2 : C * Cᴴ * (A⁻¹ * C * T * Cᴴ * A⁻¹) =
      C * Cᴴ * A⁻¹ - (μ : ℂ)⁻¹ • (C * T * Cᴴ * A⁻¹) := by
    calc _ = C * (coreBlock A C * T) * Cᴴ * A⁻¹ := by
          simp only [coreBlock, Matrix.mul_assoc]
      _ = _ := by
          rw [hST]
          simp only [Matrix.mul_sub, Matrix.sub_mul, Matrix.mul_one, Matrix.mul_smul,
            Matrix.smul_mul]
  rw [coreShifted, Matrix.add_mul, Matrix.mul_sub, Matrix.smul_mul, Matrix.mul_sub, h1, h2,
    hAA, smul_sub, smul_sub, smul_smul, hμe, one_smul]
  abel
```

Q: You took $T\to S^{-1}$ for granted. Inversion is not continuous everywhere.

A: It is continuous where the determinant is non-zero, and $\det S\neq0$. The lemma writes the inverse as the adjugate divided by the determinant, both of which are polynomials in the entries. It then composes this function of $z$, continuous at $z=0$, with $z=\mu^{-1}\to0$.

```lean
/-- For positive definite `S`, the inverse of `S + 1/μ` tends to the inverse of `S` as
`μ` tends to infinity. -/
theorem tendsto_regularized_inv {S : Matrix m m ℂ} (hS : S.PosDef) :
    Tendsto (fun μ : ℝ => (S + (μ : ℂ)⁻¹ • (1 : Matrix m m ℂ))⁻¹) atTop (𝓝 S⁻¹) := by
  have he : Tendsto (fun μ : ℝ => (μ : ℂ)⁻¹) atTop (𝓝 0) := by
    have h := (Complex.continuous_ofReal.tendsto 0).comp (tendsto_inv_atTop_zero (𝕜 := ℝ))
    simpa only [Function.comp_def, Complex.ofReal_inv, Complex.ofReal_zero] using h
  have hdet : S.det ≠ 0 := ((Matrix.isUnit_iff_isUnit_det _).mp hS.isUnit).ne_zero
  -- Cramer's rule makes the inverse continuous where the determinant is non-zero
  have hc : ContinuousAt (fun z : ℂ => (S + z • (1 : Matrix m m ℂ))⁻¹) 0 := by
    have hf : Continuous fun z : ℂ => S + z • (1 : Matrix m m ℂ) :=
      continuous_const.add (continuous_id.smul continuous_const)
    simp only [Matrix.inv_def, Ring.inverse_eq_inv']
    exact (hf.matrix_det.continuousAt.inv₀ (by simpa using hdet)).smul
      hf.matrix_adjugate.continuousAt
  have h := hc.tendsto.comp he
  simpa only [Function.comp_def, zero_smul, add_zero] using h
```

Q: So what exactly does the main theorem say?

A: It assumes `A.PosDef` and `Cᴴ * C = 1`, and it concludes three things. The `Tendsto` clause says that the inverse of `coreShifted A C μ` converges to `projectedInverse A C` as the real number `μ` grows without bound. Convergence is entry by entry, which for matrices of fixed finite size is the same as convergence in any norm. The other two clauses are $GC=0$ and $(1-CC^H)AG=1-CC^H$.

```lean
/-- Infinite core-shift limit: for positive definite `A` and orthonormal core orbitals, the
inverse of `A + μ C Cᴴ` tends to `G`, which annihilates the core and inverts `A` in the
sense `(1 - C Cᴴ) A G = 1 - C Cᴴ`. -/
theorem infinite_core_shift {A : Matrix n n ℂ} {C : Matrix n m ℂ}
    (hA : A.PosDef) (hC : Cᴴ * C = 1) :
    Tendsto (fun μ : ℝ => (coreShifted A C μ)⁻¹) atTop (𝓝 (projectedInverse A C)) ∧
      projectedInverse A C * C = 0 ∧
      (1 - C * Cᴴ) * A * projectedInverse A C = 1 - C * Cᴴ := by
  have hAA := Matrix.mul_nonsing_inv A ((Matrix.isUnit_iff_isUnit_det _).mp hA.isUnit)
  have hSS := Matrix.nonsing_inv_mul (coreBlock A C)
    ((Matrix.isUnit_iff_isUnit_det _).mp (coreBlock_posDef hA hC).isUnit)
  refine ⟨?_, ?_, ?_⟩
  · have hcont : Continuous fun T : Matrix m m ℂ => A⁻¹ - A⁻¹ * C * T * Cᴴ * A⁻¹ :=
      continuous_const.sub (((continuous_const.matrix_mul continuous_id).matrix_mul
        continuous_const).matrix_mul continuous_const)
    refine ((hcont.tendsto _).comp
      (tendsto_regularized_inv (coreBlock_posDef hA hC))).congr' ?_
    filter_upwards [eventually_gt_atTop (0 : ℝ)] with μ hμ
    exact (coreShifted_inv hA hC hμ).symm
  · have h : A⁻¹ * C * (coreBlock A C)⁻¹ * Cᴴ * A⁻¹ * C =
        A⁻¹ * C * ((coreBlock A C)⁻¹ * coreBlock A C) := by
      conv_rhs => rw [← Matrix.mul_assoc]
      conv_rhs => arg 2; rw [coreBlock]
      simp only [Matrix.mul_assoc]
    rw [projectedInverse, Matrix.sub_mul, h, hSS, Matrix.mul_one, sub_self]
  · -- the valence projector removes the core part of `A G`
    have hP : (1 - C * Cᴴ) * C = 0 := by
      rw [Matrix.sub_mul, Matrix.one_mul, Matrix.mul_assoc, hC, Matrix.mul_one, sub_self]
    have hAG : A * projectedInverse A C = 1 - C * ((coreBlock A C)⁻¹ * Cᴴ * A⁻¹) := by
      rw [projectedInverse, Matrix.mul_sub, hAA]
      simp only [← Matrix.mul_assoc, hAA, Matrix.one_mul]
    rw [Matrix.mul_assoc, hAG, Matrix.mul_sub, Matrix.mul_one, ← Matrix.mul_assoc, hP,
      Matrix.zero_mul, sub_zero]
```

For the limit, the proof feeds $T\to S^{-1}$ into the continuous map $T\mapsto A^{-1}-A^{-1}CTC^HA^{-1}$. The Woodbury formula is needed only for $\mu>0$, which `filter_upwards` supplies because a limit at infinity ignores the rest. In the second part, `hSS` is $S^{-1}S=1$. In the third, `hP` is $(1-CC^H)C=0$ and `hAG` is the expression for $AG$ above.

Q: I would rather characterise $G$ by equations than by a formula. Do they determine it?

A: Yes, provided that the core condition is placed on the left. Suppose $C^HX=0$ and $(1-CC^H)AX=1-CC^H$. The second equation gives $AX=1+CK$ with $K=C^HAX-C^H$, so $X=A^{-1}+A^{-1}CK$. The first then reads $0=C^HA^{-1}+SK$, which fixes $K=-S^{-1}C^HA^{-1}$ and hence $X=G$. The Lean proof has these stages as `hAX`, `hXK`, `hSK` and `hK`.

```lean
/-- For positive definite `A` and orthonormal core orbitals, a matrix `X` with no core component
that satisfies `(1 - C Cᴴ) A X = 1 - C Cᴴ` equals `G`. -/
theorem eq_projectedInverse {A X : Matrix n n ℂ} {C : Matrix n m ℂ}
    (hA : A.PosDef) (hC : Cᴴ * C = 1) (hX0 : Cᴴ * X = 0)
    (hX : (1 - C * Cᴴ) * A * X = 1 - C * Cᴴ) : X = projectedInverse A C := by
  have hAA := Matrix.nonsing_inv_mul A ((Matrix.isUnit_iff_isUnit_det _).mp hA.isUnit)
  have hSS := Matrix.nonsing_inv_mul (coreBlock A C)
    ((Matrix.isUnit_iff_isUnit_det _).mp (coreBlock_posDef hA hC).isUnit)
  -- `A X` differs from the identity by a core term `C K`
  have hAX : A * X = 1 + C * (Cᴴ * A * X - Cᴴ) := by
    have h : A * X - C * (Cᴴ * A * X) = 1 - C * Cᴴ := by
      rw [← hX]
      simp only [Matrix.sub_mul, Matrix.one_mul, Matrix.mul_assoc]
    rw [Matrix.mul_sub, sub_eq_iff_eq_add.mp h]
    abel
  generalize Cᴴ * A * X - Cᴴ = K at hAX
  have hXK : X = A⁻¹ + A⁻¹ * C * K := by
    calc X = A⁻¹ * (A * X) := by rw [← Matrix.mul_assoc, hAA, Matrix.one_mul]
      _ = _ := by rw [hAX, Matrix.mul_add, Matrix.mul_one, Matrix.mul_assoc]
  -- the absence of a core component fixes `K`
  have hSK : coreBlock A C * K = -(Cᴴ * A⁻¹) := by
    rw [hXK, Matrix.mul_add] at hX0
    rw [eq_neg_iff_add_eq_zero, add_comm, ← hX0]
    simp only [coreBlock, Matrix.mul_assoc]
  have hK : K = -((coreBlock A C)⁻¹ * (Cᴴ * A⁻¹)) := by
    calc K = (coreBlock A C)⁻¹ * (coreBlock A C * K) := by
          rw [← Matrix.mul_assoc, hSS, Matrix.one_mul]
      _ = _ := by rw [hSK, Matrix.mul_neg]
  rw [hXK, hK, projectedInverse]
  simp only [Matrix.mul_neg, Matrix.mul_assoc, sub_eq_add_neg]
```

Notice the sides: the main theorem states $GC=0$, whereas this one assumes `Cᴴ * X = 0`. The relation $C^HG=0$ also holds for positive definite $A$ and orthonormal core orbitals, by the short calculation I gave earlier; it is not a clause of the main theorem.

Q: Show me numbers, with a core that actually couples to the valence.

A: Take
$$A=\begin{pmatrix}2&1\\1&2\end{pmatrix},\qquad C=\begin{pmatrix}1\\0\end{pmatrix},\qquad A^{-1}=\frac13\begin{pmatrix}2&-1\\-1&2\end{pmatrix}.$$
Then $S=2/3$ and $A^{-1}C=(2/3,-1/3)^T$, so
$$G=\frac13\begin{pmatrix}2&-1\\-1&2\end{pmatrix}-\frac32\begin{pmatrix}4/9&-2/9\\-2/9&1/9\end{pmatrix}=\begin{pmatrix}0&0\\0&1/2\end{pmatrix}.$$
The shifted inverse is
$$\frac{1}{3+2\mu}\begin{pmatrix}2&-1\\-1&2+\mu\end{pmatrix}.$$
At $\mu=100$ its valence entry is $102/203\approx0.5025$, and its off-diagonal entries are about $-0.0049$. The limit $1/2$ is the inverse of the valence entry of $A$; the valence entry of $A^{-1}$ is $2/3$. The shift therefore removes the route through the core instead of merely deleting a row and a column from the full inverse.

The same example shows why the side matters. The matrix with a single $1$ in the upper right corner satisfies $XC=0$ and the valence equation, yet it is not $G$.

Lean confirms that this pair meets both hypotheses and has this $G$. It writes $A$ as the identity plus a Gram matrix to get positivity, then finds $G$ from the uniqueness theorem, so that no inverse has to be evaluated.

```lean
/-- The matrix `[[2, 1], [1, 2]]` with the first basis state as core meets the hypotheses, and
its core-projected inverse is `[[0, 0], [0, 1/2]]`. -/
theorem infinite_core_shift_witness :
    (!![2, 1; 1, 2] : Matrix (Fin 2) (Fin 2) ℂ).PosDef ∧
      (!![1; 0] : Matrix (Fin 2) (Fin 1) ℂ)ᴴ * (!![1; 0] : Matrix (Fin 2) (Fin 1) ℂ) = 1 ∧
      projectedInverse !![2, 1; 1, 2] (!![1; 0] : Matrix (Fin 2) (Fin 1) ℂ) =
        !![0, 0; 0, 1 / 2] := by
  have hA : (!![2, 1; 1, 2] : Matrix (Fin 2) (Fin 2) ℂ).PosDef := by
    -- the matrix is the identity plus a Gram matrix
    have h : (!![2, 1; 1, 2] : Matrix (Fin 2) (Fin 2) ℂ) =
        1 + (!![1, 1] : Matrix (Fin 1) (Fin 2) ℂ)ᴴ * (!![1, 1] : Matrix (Fin 1) (Fin 2) ℂ) := by
      ext i j
      simp only [Matrix.add_apply, Matrix.mul_apply, Matrix.conjTranspose_apply]
      fin_cases i <;> fin_cases j <;> norm_num
    rw [h]
    exact Matrix.PosDef.one.add_posSemidef (Matrix.posSemidef_conjTranspose_mul_self _)
  have hC : (!![1; 0] : Matrix (Fin 2) (Fin 1) ℂ)ᴴ *
      (!![1; 0] : Matrix (Fin 2) (Fin 1) ℂ) = 1 := by
    ext i j
    simp only [Matrix.mul_apply, Matrix.conjTranspose_apply, Fin.sum_univ_two]
    fin_cases i; fin_cases j
    norm_num
  refine ⟨hA, hC, (eq_projectedInverse hA hC ?_ ?_).symm⟩
  · ext i j
    simp only [Matrix.mul_apply, Matrix.conjTranspose_apply, Fin.sum_univ_two]
    fin_cases i; fin_cases j <;> norm_num
  · ext i j
    simp only [Matrix.mul_apply, Matrix.sub_apply, Matrix.one_apply, Matrix.conjTranspose_apply,
      Fin.sum_univ_two]
    fin_cases i <;> fin_cases j <;> norm_num

end

end InfiniteCoreShift
```

```lean
#print axioms InfiniteCoreShift.infinite_core_shift
```

```
'InfiniteCoreShift.infinite_core_shift' depends on axioms: [propext, Classical.choice, Quot.sound]
```

Q: My remaining doubt is the energy. In a real valence response, $E$ lies among the valence levels, above the core levels.

A: Then $H-E$ has negative eigenvalues and `A.PosDef` fails. That is the step from this model to your calculation which the hypotheses do not license: they require $E$ below every eigenvalue of $H$, core levels included. The algebra itself suggests an extension to invertible $A$ and $S$ at sufficiently large $\mu$, but that is a separate argument, not something the theorem above establishes.

Q: And what may I use it for as it stands?

A: For electronic-structure work in a finite orthonormal basis with $E$ below the spectrum, it identifies the limit of a core-shifted linear solve as the valence-space inverse. It gives no error bound at finite $\mu$, so it does not tell you how large a shift your calculation needs.
